# Force constants of a periodic chain whose energy is a sum over squared structure factors

## Two ions

Two metal ions, repeated with period 2 along a line, sit at \(x_0=u_0\) and \(x_1=1+u_1\). How strongly does the energy resist a relative displacement \(d=u_1-u_0\)? Suppose that the energy weights the squared modulus of \(e^{ikx_0}+e^{ikx_1}\) at the wave numbers \(k=\pm\pi\) with a strength \(f\), and at \(k=\pm2\pi\) with a strength \(f'\). Then

\[
E=4f(1-\cos\pi d)+4f'(1+\cos 2\pi d)
\approx 8f'+\tfrac12\,(4\pi^2f-16\pi^2f')\,d^2 .
\]

At \(k=\pm\pi\) the waves from the regular chain cancel, and displacement creates intensity. At \(k=\pm2\pi\) they add up, and displacement removes intensity. If \(f\) and \(f'\) have the same sign, the two contributions to the stiffness therefore have opposite signs. For \(N\) ions the same competition gives a difference of two sums.

## The chain, its energy and its force constants

In second-order pseudopotential theory of simple metals, the band-structure energy is a sum of this kind, and phonon calculations use its second derivatives together with those of the direct Coulomb energy of the ions; the version here is one-dimensional, with finitely many wave numbers. The identification of \(E\) with the energy of a real metal, with a fixed \(F\) obtained from the pseudopotential and the electrons' response, is a physical input.

```lean
import Mathlib

open Finset

namespace MetalChainPhonons

noncomputable section

variable {N : ℕ}
```

The chain has unit spacing and period \(N\), so the wave numbers are \(k_j=2\pi j/N\) for integer \(j\). They are not folded back into the first Brillouin zone.

```lean
/-- The wave number `k_j = 2πj/N` of a chain of `N ≥ 1` ions with unit spacing. -/
def kvec (N : ℕ) (j : ℤ) : ℝ := 2 * Real.pi * j / N
```

Ion \(l=0,\dots,N-1\), an element of `Fin N`, has a real displacement \(u_l\) and sits at \(x_l=l+u_l\).

```lean
/-- The position `x_l = l + u_l` of ion `l`. -/
def pos (u : Fin N → ℝ) (l : Fin N) : ℝ := ((l : ℕ) : ℝ) + u l
```

With a finite set \(S\) of integers and a real weight \(F(j)\), the energy is

\[
E(u)=\sum_{j\in S}F(j)\,\Big|\sum_l e^{ik_jx_l}\Big|^2 .
\]

The inner sum is the structure factor, here not divided by \(N\). If the energy per ion is written with the normalised structure factor and a weight \(\Phi(j)\), then \(F=\Phi/N\), and the factor \(2NF\) in the result becomes \(2\Phi\).

```lean
/-- The energy `∑_j F(j) |∑_l exp(i k_j x_l)|²` of the displaced chain. -/
def energy (S : Finset ℤ) (F : ℤ → ℝ) (u : Fin N → ℝ) : ℝ :=
  ∑ j ∈ S, F j * Complex.normSq
    (∑ l, Complex.exp (((kvec N j * pos u l : ℝ) : ℂ) * Complex.I))
```

The partial derivative \(\partial_a\) is taken by moving ion \(a\), together with its periodic images, while the other ions stay fixed.

```lean
/-- The partial derivative of `f` with respect to the displacement of ion `a`. -/
def pderiv (a : Fin N) (f : (Fin N → ℝ) → ℝ) (u : Fin N → ℝ) : ℝ :=
  deriv (fun t : ℝ => f (u + t • (Pi.single a (1 : ℝ) : Fin N → ℝ))) 0
```

The force constants are \(H_{ab}=\partial_a\partial_bE\) at \(u=0\). They are computed from the energy, not postulated.

```lean
/-- The force constants: second partial derivatives of the energy at `u = 0`. -/
def hessian (S : Finset ℤ) (F : ℤ → ℝ) (a b : Fin N) : ℝ :=
  pderiv a (pderiv b (energy S F)) 0
```

Two abbreviations follow. The first is the expected slope,

\[
g_b(u)=\sum_{j\in S}2F(j)k_j\sum_m\sin\big(k_j(x_m-x_b)\big).
\]

```lean
/-- The explicit formula for the slope of the energy along the displacement of ion `b`. -/
def gradient (S : Finset ℤ) (F : ℤ → ℝ) (b : Fin N) (u : Fin N → ℝ) : ℝ :=
  ∑ j ∈ S, 2 * F j * kvec N j *
    ∑ m, Real.sin (kvec N j * pos u m - kvec N j * pos u b)
```

The second is \(\beta(q)\), equal to \(N\) if \(N\) divides \(q\) and to 0 otherwise. It marks the Bragg peaks of the regular chain.

```lean
/-- The lattice sum: `N` if `N` divides `q`, and zero otherwise. -/
def bragg (N : ℕ) (q : ℤ) : ℝ := if (N : ℤ) ∣ q then (N : ℝ) else 0
```

## Differentiating twice

Along a displacement \(te\), the phase \(k_jx_l\) grows linearly in \(t\), with slope \(k_je_l\).

```lean
/-- When the ions are displaced by `t e`, the phase `k_j x_l` has the derivative `k_j e_l` at
`t = 0`. -/
theorem hasDerivAt_phase (j : ℤ) (u e : Fin N → ℝ) (l : Fin N) :
    HasDerivAt (fun t : ℝ => kvec N j * pos (u + t • e) l) (kvec N j * e l) 0 := by
  have hf : (fun t : ℝ => kvec N j * pos (u + t • e) l) =
      fun t : ℝ => kvec N j * pos u l + t * (kvec N j * e l) := by
    funext t
    simp only [pos, Pi.add_apply, Pi.smul_apply, smul_eq_mul]
    ring
  rw [hf]
  exact (((hasDerivAt_id' (0 : ℝ)).mul_const (kvec N j * e l)).const_add
    (kvec N j * pos u l)).congr_deriv (by ring)
```

Write the squared modulus as \(A_j^2+B_j^2\), with \(A_j=\sum_l\cos k_jx_l\) and \(B_j=\sum_l\sin k_jx_l\). Since \(\partial_bA_j=-k_j\sin k_jx_b\) and \(\partial_bB_j=k_j\cos k_jx_b\),

\[
\partial_bE=\sum_{j\in S}2F(j)k_j\,(B_j\cos k_jx_b-A_j\sin k_jx_b)=g_b(u).
\]

In the proof, `hE` is the split into squares, `hC` and `hS` are the two derivatives, and `Real.sin_sub` expands the sines in \(g_b\), so that the two sides can be compared.

```lean
/-- The energy is differentiable in the displacement of each ion, with slope `gradient`. -/
theorem hasDerivAt_energy (S : Finset ℤ) (F : ℤ → ℝ) (b : Fin N) (u : Fin N → ℝ) :
    HasDerivAt (fun t : ℝ => energy S F (u + t • (Pi.single b (1 : ℝ) : Fin N → ℝ)))
      (gradient S F b u) 0 := by
  -- the squared modulus as a sum of two real squares
  have hE : ∀ v : Fin N → ℝ, energy S F v = ∑ j ∈ S, F j *
      ((∑ l, Real.cos (kvec N j * pos v l)) * (∑ l, Real.cos (kvec N j * pos v l)) +
       (∑ l, Real.sin (kvec N j * pos v l)) * (∑ l, Real.sin (kvec N j * pos v l))) := by
    intro v
    simp only [energy, Complex.normSq_apply, Complex.re_sum, Complex.im_sum,
      Complex.exp_ofReal_mul_I_re, Complex.exp_ofReal_mul_I_im]
  have hC : ∀ j : ℤ, HasDerivAt (fun t : ℝ => ∑ l, Real.cos (kvec N j *
      pos (u + t • (Pi.single b (1 : ℝ) : Fin N → ℝ)) l))
      (-Real.sin (kvec N j * pos u b) * kvec N j) 0 := fun j =>
    HasDerivAt.congr_deriv
      (HasDerivAt.fun_sum fun l _ => (hasDerivAt_phase j u (Pi.single b 1) l).cos)
      (by simp [Pi.single_apply])
  have hS : ∀ j : ℤ, HasDerivAt (fun t : ℝ => ∑ l, Real.sin (kvec N j *
      pos (u + t • (Pi.single b (1 : ℝ) : Fin N → ℝ)) l))
      (Real.cos (kvec N j * pos u b) * kvec N j) 0 := fun j =>
    HasDerivAt.congr_deriv
      (HasDerivAt.fun_sum fun l _ => (hasDerivAt_phase j u (Pi.single b 1) l).sin)
      (by simp [Pi.single_apply])
  simp only [hE]
  refine HasDerivAt.congr_deriv (HasDerivAt.fun_sum fun j _ =>
    (((hC j).fun_mul (hC j)).fun_add ((hS j).fun_mul (hS j))).const_mul (F j)) ?_
  refine sum_congr rfl fun j _ => ?_
  simp only [zero_smul, add_zero, Real.sin_sub, sum_sub_distrib, ← sum_mul]
  ring
```

Moving ion \(a\) changes \(x_m-x_b\) at the rate \(\delta_{ma}-\delta_{ba}\). Hence

\[
\partial_ag_b=\sum_{j\in S}2F(j)k_j^2\Big[\cos k_j(x_a-x_b)-\delta_{ab}\sum_m\cos k_j(x_m-x_b)\Big].
\]

The auxiliary identity `hs` evaluates the Kronecker deltas. Lean's `deriv` returns 0 where no derivative exists; these two results show that both derivatives do exist.

```lean
/-- The slope of the energy is itself differentiable in the displacement of each ion. -/
theorem hasDerivAt_gradient (S : Finset ℤ) (F : ℤ → ℝ) (a b : Fin N) (u : Fin N → ℝ) :
    HasDerivAt (fun t : ℝ => gradient S F b (u + t • (Pi.single a (1 : ℝ) : Fin N → ℝ)))
      (∑ j ∈ S, 2 * F j * kvec N j ^ 2 *
        (Real.cos (kvec N j * pos u a - kvec N j * pos u b) -
          if b = a then ∑ m, Real.cos (kvec N j * pos u m - kvec N j * pos u b) else 0))
      0 := by
  have hs : ∀ (f : Fin N → ℝ) (c : ℝ),
      ∑ m, f m * (c * (Pi.single a (1 : ℝ) : Fin N → ℝ) m -
        c * (Pi.single a (1 : ℝ) : Fin N → ℝ) b) =
      c * (f a - if b = a then ∑ m, f m else 0) := by
    intro f c
    have h : ∑ m, f m * (c * (Pi.single a (1 : ℝ) : Fin N → ℝ) m) = c * f a := by
      simp [Pi.single_apply, mul_comm]
    simp_rw [mul_sub]
    rw [sum_sub_distrib, h, ← sum_mul, Pi.single_apply]
    split_ifs <;> ring
  unfold gradient
  refine HasDerivAt.congr_deriv (HasDerivAt.fun_sum fun j _ =>
    HasDerivAt.const_mul (2 * F j * kvec N j) (HasDerivAt.fun_sum fun m _ =>
      ((hasDerivAt_phase j u (Pi.single a 1) m).fun_sub
        (hasDerivAt_phase j u (Pi.single a 1) b)).sin)) ?_
  refine sum_congr rfl fun j _ => ?_
  simp only [zero_smul, add_zero]
  rw [hs]
  ring
```

## The regular chain

Put \(z=e^{ik_q}\). Then \(z^N=e^{2\pi iq}=1\), and \(z=1\) exactly when \(N\) divides \(q\). The geometric series gives

\[
\sum_l e^{ik_q(l-a)}=z^{-a}\sum_{l=0}^{N-1}z^l=\beta(q),
\]

because for \(z\ne1\) the sum is \((z^N-1)/(z-1)=0\). The proof makes the same case distinction, with `h1` and `hzN` supplying the two facts about \(z\).

```lean
/-- The plane wave `k_q`, with its phase measured from any ion `a` and summed over the regular
chain, gives `N` if `N` divides `q` and zero otherwise. -/
theorem lattice_sum (a : Fin N) (q : ℤ) :
    ∑ l : Fin N, Complex.exp (((kvec N q * (((l : ℕ) : ℝ) - ((a : ℕ) : ℝ)) : ℝ) : ℂ) *
      Complex.I) = (bragg N q : ℂ) := by
  have hN : (N : ℂ) ≠ 0 := by
    have := a.isLt
    exact_mod_cast (by omega : N ≠ 0)
  have e : (kvec N q : ℂ) * N = 2 * Real.pi * q := by
    simp only [kvec]
    push_cast
    field_simp
  obtain ⟨z, hz⟩ : ∃ z, z = Complex.exp ((kvec N q : ℂ) * Complex.I) := ⟨_, rfl⟩
  have hpow : ∀ l : ℕ, Complex.exp (((kvec N q * ((l : ℝ) - ((a : ℕ) : ℝ)) : ℝ) : ℂ) *
      Complex.I) = z ^ l * (z ^ (a : ℕ))⁻¹ := by
    intro l
    rw [hz, ← Complex.exp_nat_mul, ← Complex.exp_nat_mul, ← Complex.exp_neg,
      ← Complex.exp_add]
    congr 1
    push_cast
    ring
  have h1 : z = 1 ↔ (N : ℤ) ∣ q := by
    rw [hz, Complex.exp_eq_one_iff]
    constructor
    · rintro ⟨n, hn⟩
      have hq : (q : ℂ) = N * n := by
        apply mul_left_cancel₀ Complex.two_pi_I_ne_zero
        linear_combination (N : ℂ) * hn - Complex.I * e
      exact ⟨n, by exact_mod_cast hq⟩
    · rintro ⟨n, hn⟩
      have hq : (q : ℂ) = N * n := by exact_mod_cast hn
      refine ⟨n, mul_left_cancel₀ hN ?_⟩
      linear_combination Complex.I * e + 2 * Real.pi * Complex.I * hq
  have hzN : z ^ N = 1 := by
    rw [hz, ← Complex.exp_nat_mul, Complex.exp_eq_one_iff]
    exact ⟨q, by linear_combination Complex.I * e⟩
  simp_rw [hpow]
  rw [← sum_mul, Fin.sum_univ_eq_sum_range (fun l => z ^ l) N]
  by_cases h : (N : ℤ) ∣ q
  · simp [bragg, h, h1.2 h]
  · rw [geom_sum_eq (fun hh => h (h1.1 hh)) N, hzN]
    simp [bragg, h]
```

The imaginary part of this identity is \(\sum_m\sin k_j(m-b)=0\). Every term of \(g_b(0)\) vanishes, so the regular chain is stationary, though not necessarily stable.

```lean
/-- The regular chain is in equilibrium: the energy has zero slope in the displacement of each ion.
-/
theorem equilibrium (S : Finset ℤ) (F : ℤ → ℝ) (b : Fin N) :
    pderiv b (energy S F) 0 = 0 := by
  refine (hasDerivAt_energy S F b 0).deriv.trans (sum_eq_zero fun j _ => ?_)
  have h := congrArg Complex.im (lattice_sum b j)
  simp only [Complex.im_sum, Complex.exp_ofReal_mul_I_im, Complex.ofReal_im] at h
  simp only [pos, Pi.zero_apply, add_zero, ← mul_sub]
  rw [h, mul_zero]
```

The real part evaluates the self term of the second derivative:

\[
H_{ab}=\sum_{j\in S}2F(j)k_j^2\big[\cos k_j(b-a)-\delta_{ab}\,\beta(j)\big].
\]

```lean
/-- The force constants of the regular chain: a cosine for each pair of ions, and a self term
from the `j` divisible by `N`. -/
theorem hessian_eq (S : Finset ℤ) (F : ℤ → ℝ) (a b : Fin N) :
    hessian S F a b = ∑ j ∈ S, 2 * F j * kvec N j ^ 2 *
      (Real.cos (kvec N j * (((b : ℕ) : ℝ) - ((a : ℕ) : ℝ))) -
        if b = a then bragg N j else 0) := by
  have hg : pderiv b (energy S F) = gradient S F b :=
    funext fun u => (hasDerivAt_energy S F b u).deriv
  unfold hessian
  rw [hg]
  refine (hasDerivAt_gradient S F a b 0).deriv.trans (sum_congr rfl fun j _ => ?_)
  have h := congrArg Complex.re (lattice_sum b j)
  simp only [Complex.re_sum, Complex.exp_ofReal_mul_I_re, Complex.ofReal_re] at h
  simp only [pos, Pi.zero_apply, add_zero, ← mul_sub]
  rw [h, ← Real.cos_neg (kvec N j * (((b : ℕ) : ℝ) - ((a : ℕ) : ℝ))), ← mul_neg, neg_sub]
```

## Transforming to wave number \(k_p\)

A cosine times a plane wave is the mean of two plane waves:

\[
\cos(k_jx)\,e^{ik_px}=\tfrac12\big(e^{ik_{p+j}x}+e^{ik_{p-j}x}\big).
\]

Setting \(x=b-a\) and summing over \(b\) gives \(\tfrac12[\beta(p+j)+\beta(p-j)]\). A self term \(c\) appears only at \(b=a\), where the phase factor is 1, and contributes \(-c\). The steps `ht` and `hself` establish these two parts.

```lean
/-- The Fourier transform at `k_p` of one cosine force constant of strength `A` with a self
term `c`: the cosine contributes where `N` divides `p + j` or `p - j`. -/
theorem mode_sum (a : Fin N) (p j : ℤ) (A c : ℝ) :
    ∑ b : Fin N, ((A * (Real.cos (kvec N j * (((b : ℕ) : ℝ) - ((a : ℕ) : ℝ))) -
        if b = a then c else 0) : ℝ) : ℂ) *
      Complex.exp (((kvec N p * (((b : ℕ) : ℝ) - ((a : ℕ) : ℝ)) : ℝ) : ℂ) * Complex.I) =
    ((A * ((bragg N (p + j) + bragg N (p - j)) / 2 - c) : ℝ) : ℂ) := by
  -- a cosine times a plane wave is the mean of two plane waves
  have ht : ∀ x : ℝ, ((Real.cos (kvec N j * x) : ℝ) : ℂ) *
      Complex.exp (((kvec N p * x : ℝ) : ℂ) * Complex.I) =
      (Complex.exp (((kvec N (p + j) * x : ℝ) : ℂ) * Complex.I) +
        Complex.exp (((kvec N (p - j) * x : ℝ) : ℂ) * Complex.I)) / 2 := by
    intro x
    have e1 : ((kvec N (p + j) * x : ℝ) : ℂ) * Complex.I =
        ((kvec N p * x : ℝ) : ℂ) * Complex.I + ((kvec N j * x : ℝ) : ℂ) * Complex.I := by
      simp only [kvec]
      push_cast
      ring
    have e2 : ((kvec N (p - j) * x : ℝ) : ℂ) * Complex.I =
        ((kvec N p * x : ℝ) : ℂ) * Complex.I + -((kvec N j * x : ℝ) : ℂ) * Complex.I := by
      simp only [kvec]
      push_cast
      ring
    rw [e1, e2, Complex.exp_add, Complex.exp_add, Complex.ofReal_cos, Complex.cos]
    ring
  have hself : ∑ b : Fin N, (((if b = a then c else 0 : ℝ)) : ℂ) *
      Complex.exp (((kvec N p * (((b : ℕ) : ℝ) - ((a : ℕ) : ℝ)) : ℝ) : ℂ) * Complex.I) =
      (c : ℂ) := by
    rw [sum_eq_single a]
    · simp
    · intro b _ hb
      simp [hb]
    · simp
  simp_rw [Complex.ofReal_mul A, Complex.ofReal_sub (Real.cos _), mul_assoc, sub_mul, ht]
  rw [← mul_sum, sum_sub_distrib, hself, ← sum_div, sum_add_distrib,
    lattice_sum, lattice_sum]
  push_cast
  ring
```

Now let \(S\) contain \(-j\) whenever it contains \(j\), and let \(F(-j)=F(j)\): the wave numbers \(k_j\) and \(-k_j\) carry equal weight. Replacing \(j\) by \(-j\) turns the sum with \(\beta(p+j)\) into the one with \(\beta(p-j)\), which is `hR`. For every ion \(a\) and integer \(p\),

\[
\begin{aligned}
\sum_bH_{ab}e^{ik_p(b-a)}
&=2\sum_{j\in S}k_j^2F(j)\,[\beta(p-j)-\beta(j)]\\
&=2N\Big(\sum_{j\equiv p}-\sum_{j\equiv0}\Big)k_j^2F(j)=:\Lambda_p ,
\end{aligned}
\]

where \(j\) runs over \(S\) and the congruences, `[ZMOD N]` in Lean, are modulo \(N\). The step `hX` turns each \(\beta\) into such a restricted sum. The first sum runs over \(k_p\) plus reciprocal lattice vectors, the second over the reciprocal lattice vectors themselves. For the two ions above, \(\Lambda_1=8\pi^2f-32\pi^2f'\).

```lean
/-- For a symmetric finite set `S` and an even `F`, the Fourier transform of the force constants
at `k_p` is `2N (∑_{j ≡ p} - ∑_{j ≡ 0}) k_j² F(j)`, with congruences modulo `N`. -/
theorem hessian_fourier {S : Finset ℤ} {F : ℤ → ℝ} (hS : ∀ j ∈ S, -j ∈ S)
    (hF : ∀ j, F (-j) = F j) (a : Fin N) (p : ℤ) :
    ∑ b : Fin N, (hessian S F a b : ℂ) *
      Complex.exp (((kvec N p * (((b : ℕ) : ℝ) - ((a : ℕ) : ℝ)) : ℝ) : ℂ) * Complex.I) =
    ((2 * N * ((∑ j ∈ S with j ≡ p [ZMOD N], kvec N j ^ 2 * F j) -
      ∑ j ∈ S with j ≡ 0 [ZMOD N], kvec N j ^ 2 * F j) : ℝ) : ℂ) := by
  have hX : ∀ r : ℤ, (N : ℝ) * (∑ j ∈ S with j ≡ r [ZMOD N], kvec N j ^ 2 * F j) =
      ∑ j ∈ S, kvec N j ^ 2 * F j * bragg N (r - j) := by
    intro r
    rw [sum_filter, mul_sum]
    refine sum_congr rfl fun j _ => ?_
    unfold bragg
    by_cases h : (N : ℤ) ∣ r - j
    · rw [if_pos (Int.modEq_iff_dvd.2 h), if_pos h]
      ring
    · rw [if_neg (fun h' => h (Int.modEq_iff_dvd.1 h')), if_neg h]
      ring
  -- the symmetry j → -j merges the two contributions of the cosine
  have hR : ∑ j ∈ S, kvec N j ^ 2 * F j * bragg N (p + j) =
      ∑ j ∈ S, kvec N j ^ 2 * F j * bragg N (p - j) := by
    refine sum_equiv (Equiv.neg ℤ)
      (fun i => ⟨fun h => hS i h, fun h => by simpa using hS _ h⟩) fun i _ => ?_
    have hk : kvec N (-i) = -kvec N i := by
      simp only [kvec]
      push_cast
      ring
    rw [Equiv.neg_apply, hF, hk, sub_neg_eq_add, neg_sq]
  simp_rw [hessian_eq S F a, Complex.ofReal_sum, sum_mul]
  rw [sum_comm]
  simp_rw [mode_sum]
  rw [← Complex.ofReal_sum]
  refine congrArg Complex.ofReal ?_
  have hsplit : ∑ j ∈ S, 2 * F j * kvec N j ^ 2 *
      ((bragg N (p + j) + bragg N (p - j)) / 2 - bragg N j) =
      (∑ j ∈ S, kvec N j ^ 2 * F j * bragg N (p + j)) +
      (∑ j ∈ S, kvec N j ^ 2 * F j * bragg N (p - j)) -
      2 * ∑ j ∈ S, kvec N j ^ 2 * F j * bragg N (0 - j) := by
    rw [mul_sum, ← sum_add_distrib, ← sum_sub_distrib]
    refine sum_congr rfl fun j _ => ?_
    have hb : bragg N (0 - j) = bragg N j := by simp [bragg]
    rw [hb]
    ring
  rw [hsplit, hR]
  linear_combination -2 * hX p + 2 * hX 0
```

Multiplying by \(e^{ik_pa}\) shows that the plane wave is an eigenvector:

\[
\sum_bH_{ab}e^{ik_pb}=\Lambda_p\,e^{ik_pa}.
\]

Its norm is \(\sqrt N\); dividing by that leaves \(\Lambda_p\) unchanged. If \(E\) is the whole potential energy and the ions have equal mass \(M\), Newton's equation, linearised for small displacements, then gives \(M\omega^2=\Lambda_p\), with a real frequency \(\omega\) if \(\Lambda_p\ge0\). If \(E\) is only the band-structure energy, the contribution of the direct Coulomb energy must first be added to \(\Lambda_p\).

```lean
/-- For a symmetric finite set `S` and an even `F`, the plane wave `exp(i k_p b)` is an
eigenvector of the force constants, with eigenvalue `2N (∑_{j ≡ p} - ∑_{j ≡ 0}) k_j² F(j)`. -/
theorem plane_wave_eigenvector {S : Finset ℤ} {F : ℤ → ℝ} (hS : ∀ j ∈ S, -j ∈ S)
    (hF : ∀ j, F (-j) = F j) (a : Fin N) (p : ℤ) :
    ∑ b : Fin N, (hessian S F a b : ℂ) *
      Complex.exp (((kvec N p * ((b : ℕ) : ℝ) : ℝ) : ℂ) * Complex.I) =
    ((2 * N * ((∑ j ∈ S with j ≡ p [ZMOD N], kvec N j ^ 2 * F j) -
      ∑ j ∈ S with j ≡ 0 [ZMOD N], kvec N j ^ 2 * F j) : ℝ) : ℂ) *
      Complex.exp (((kvec N p * ((a : ℕ) : ℝ) : ℝ) : ℂ) * Complex.I) := by
  rw [← hessian_fourier hS hF a p, sum_mul]
  refine sum_congr rfl fun b _ => ?_
  rw [mul_assoc, ← Complex.exp_add]
  congr 2
  push_cast
  ring
```

A uniform shift of the chain only changes the phase of each structure factor, so it costs no energy. Correspondingly, \(\sum_b\cos k_j(b-a)=\beta(j)\) cancels the self term for each \(j\), and \(\sum_bH_{ab}=0\). This holds for any finite \(S\) and any real \(F\), symmetric or not.

```lean
/-- The acoustic sum rule: the force constants of each ion add up to zero. -/
theorem acoustic_sum_rule (S : Finset ℤ) (F : ℤ → ℝ) (a : Fin N) :
    ∑ b, hessian S F a b = 0 := by
  simp_rw [hessian_eq]
  rw [sum_comm]
  refine sum_eq_zero fun j _ => ?_
  have h := congrArg Complex.re (lattice_sum a j)
  simp only [Complex.re_sum, Complex.exp_ofReal_mul_I_re, Complex.ofReal_re] at h
  rw [← mul_sum, sum_sub_distrib, h]
  simp

end

end MetalChainPhonons
```

```lean
#print axioms MetalChainPhonons.equilibrium
#print axioms MetalChainPhonons.plane_wave_eigenvector
#print axioms MetalChainPhonons.acoustic_sum_rule
```

```
'MetalChainPhonons.equilibrium' depends on axioms: [propext, Classical.choice, Quot.sound]
'MetalChainPhonons.plane_wave_eigenvector' depends on axioms: [propext, Classical.choice, Quot.sound]
'MetalChainPhonons.acoustic_sum_rule' depends on axioms: [propext, Classical.choice, Quot.sound]
```
